# In a uniform fluid, the switching function 1/(1+(r/a)⁶) gives π/2 times the sharp coordination number, while 1/(1+(r/a)³) gives a count that diverges with system size

In a first-principles molecular dynamics run one may want to follow, or to bias, the number of solvent atoms around an ion. Counting the atoms inside a sphere gives an integer that jumps whenever an atom crosses the surface, so it supplies no usable force. A smooth weight that falls from 1 towards 0 with distance removes the jumps, but if it never reaches 0, as with the weights studied here, every distant atom keeps a small share in the count. The number of atoms in a shell grows as r², so these shares may add up to something large. How fast must the weight decay for the total to stay finite, and how far is that total from the sharp count?

```lean
import Mathlib

open MeasureTheory Filter Topology
open scoped Real

namespace CoordinationSwitching

noncomputable section
```

## The weight and the two counts

Let r ≥ 0 be the distance from the central atom, a > 0 the cutoff (often written r₀) and m a natural number. The switching function is

s_m(r) = 1/(1 + (r/a)^m).

For m ≥ 1 it equals 1/2 at r = a; for m = 0 it is the constant 1/2. In Lean it is a function of real numbers, so lengths are numbers in a fixed unit.

```lean
/-- The switching function `1 / (1 + (r/a)^m)` with cutoff `a > 0`, for distances `r ≥ 0`. -/
def switching (m : ℕ) (a r : ℝ) : ℝ := 1 / (1 + (r / a) ^ m)
```

Let n be the number density of the surrounding atoms, often written ρ. A shell of radius r and thickness dr holds 4πn r² dr atoms, and its weighted population per unit radius is

4πn r² s_m(r).

This is where the fluid is idealised: its density is the same at every distance, so the radial distribution function is g(r) = 1.

```lean
/-- The population per unit radius of a spherical shell at density `n`, weighted by the
switching function, for `a > 0` and `r ≥ 0`. -/
def weightedShell (m : ℕ) (n a r : ℝ) : ℝ := 4 * π * n * r ^ 2 * switching m a r
```

The smooth coordination number collected within radius R is

N_m(R) = ∫₀ᴿ 4πn r² s_m(r) dr.

Here R plays the part of the system size.

```lean
/-- The smooth coordination number collected within radius `R ≥ 0`, for cutoff `a > 0`. -/
def coordinationWithin (m : ℕ) (n a R : ℝ) : ℝ := ∫ r in (0 : ℝ)..R, weightedShell m n a r
```

The sharp count S gives weight 1 to every shell up to a, and weight 0 beyond:

S = ∫₀ᵃ 4πn r² dr.

```lean
/-- The sharp coordination number at density `n`: all shells up to the cutoff `a ≥ 0`, each with
weight one. -/
def sharpCount (n a : ℝ) : ℝ := ∫ r in (0 : ℝ)..a, 4 * π * n * r ^ 2
```

Since ∫₀ᵃ r² dr = a³/3, this is the density times the volume of the cutoff sphere:

S = 4πn a³/3.

The proof takes the constant out of the integral and applies the power rule.

```lean
/-- The sharp count equals `4 π n a^3 / 3`, which for `a ≥ 0` is the density times the volume of the
cutoff sphere. -/
theorem sharpCount_eq (n a : ℝ) : sharpCount n a = 4 * π * n * a ^ 3 / 3 := by
  rw [sharpCount, intervalIntegral.integral_const_mul, integral_pow]
  push_cast
  ring
```

## The rational form found in simulation codes

Codes often use the quotient (1 − x^p)/(1 − x^q) with x = r/a, for instance with p = 6 and q = 12. When q is twice p, write m for p and factorise the denominator:

1 − x^(2m) = (1 − x^m)(1 + x^m).

For m ≠ 0 and x ≠ 1 the factor 1 − x^m is nonzero and cancels, which leaves s_m(r). In the proof `hfac` is the factorisation and `h1` says that x^m ≠ 1. At r = a the quotient is 0/0, which Lean evaluates as 0, whereas s_m(a) = 1/2; hence the hypothesis `hra`.

```lean
/-- Away from `r = a`, the rational switching function with exponents `m` and `2m`, `m ≠ 0`,
equals `1 / (1 + (r/a)^m)`, for `a > 0` and `r ≥ 0`. -/
theorem rational_eq_switching {m : ℕ} (hm : m ≠ 0) {a r : ℝ} (ha : 0 < a) (hr : 0 ≤ r)
    (hra : r ≠ a) :
    (1 - (r / a) ^ m) / (1 - (r / a) ^ (2 * m)) = switching m a r := by
  have hx : 0 ≤ r / a := by positivity
  have hD : 1 + (r / a) ^ m ≠ 0 := by positivity
  have h1 : (r / a) ^ m ≠ 1 := fun h =>
    hra ((div_eq_one_iff_eq ha.ne').mp ((pow_eq_one_iff_of_nonneg hx hm).mp h))
  have hfac : 1 - (r / a) ^ (2 * m) = (1 - (r / a) ^ m) * (1 + (r / a) ^ m) := by ring
  have hne : 1 - (r / a) ^ (2 * m) ≠ 0 := by
    rw [hfac]
    exact mul_ne_zero (sub_ne_zero.mpr h1.symm) hD
  rw [switching, div_eq_div_iff hne hD, one_mul, hfac]
```

## Closed forms at finite radius

For r ≥ 0 the denominator 1 + (r/a)^m is at least 1, so the weighted population is continuous there.

```lean
/-- For `a > 0` the weighted shell population is continuous in the distance `r ≥ 0`. -/
theorem weightedShell_continuousOn (m : ℕ) (n : ℝ) {a : ℝ} (ha : 0 < a) :
    ContinuousOn (weightedShell m n a) (Set.Ici 0) := by
  unfold weightedShell switching
  refine ContinuousOn.mul (by fun_prop) (ContinuousOn.div continuousOn_const (by fun_prop) ?_)
  intro r hr
  have hr' : 0 ≤ r := hr
  positivity
```

A continuous function on the bounded interval [0, R] is integrable, so N_m(R) is a proper integral for every m.

```lean
/-- For `a > 0` the weighted shell population is integrable up to any finite radius `R ≥ 0`. -/
theorem weightedShell_intervalIntegrable (m : ℕ) (n : ℝ) {a R : ℝ} (ha : 0 < a) (hR : 0 ≤ R) :
    IntervalIntegrable (weightedShell m n a) volume 0 R := by
  refine ((weightedShell_continuousOn m n ha).mono ?_).intervalIntegrable
  rw [Set.uIcc_of_le hR]
  exact Set.Icc_subset_Ici_self
```

The useful variable is the reduced volume u = (r/a)³, whose derivative is proportional to the shell area:

du/dr = 3r²/a³.

```lean
/-- The reduced volume `(r/a)^3` grows with `r` at the rate `3 r^2 / a^3`. -/
theorem hasDerivAt_reducedVolume (a x : ℝ) :
    HasDerivAt (fun r : ℝ => (r / a) ^ 3) (3 * x ^ 2 / a ^ 3) x := by
  refine HasDerivAt.congr_deriv (((hasDerivAt_id' x).div_const a).fun_pow 3) ?_
  show ((3 : ℕ) : ℝ) * (x / a) ^ 2 * (1 / a) = _
  push_cast
  ring
```

For m = 6 the denominator is 1 + u², and the chain rule gives

d/dr [S arctan u] = (4πn a³/3) · (3r²/a³)/(1 + u²) = 4πn r²/(1 + (r/a)⁶).

The right-hand side is the integrand of N₆. Since arctan 0 = 0, the fundamental theorem of calculus yields

N₆(R) = S arctan((R/a)³).

In Lean, `hd` is the derivative statement, `hc` cancels a³, and `linear_combination` matches the two sides. The final `simp` removes the term at r = 0.

```lean
/-- With exponent 6 and `a > 0`, the coordination number within radius `R ≥ 0` is the sharp
count times `arctan ((R/a)^3)`. -/
theorem coordinationWithin_six (n : ℝ) {a R : ℝ} (ha : 0 < a) (hR : 0 ≤ R) :
    coordinationWithin 6 n a R = sharpCount n a * Real.arctan ((R / a) ^ 3) := by
  have hd : ∀ x ∈ Set.uIcc 0 R, HasDerivAt
      (fun r => sharpCount n a * Real.arctan ((r / a) ^ 3)) (weightedShell 6 n a x) x := by
    intro x _
    refine ((hasDerivAt_reducedVolume a x).arctan.const_mul (sharpCount n a)).congr_deriv ?_
    have hc : a ^ 3 * (x ^ 2 / a ^ 3) = x ^ 2 := by field_simp
    rw [sharpCount_eq, weightedShell, switching]
    linear_combination (4 * π * n * (1 / (1 + (x / a) ^ 6))) * hc
  rw [coordinationWithin, intervalIntegral.integral_eq_sub_of_hasDerivAt hd
    (weightedShell_intervalIntegrable 6 n ha hR)]
  simp
```

For m = 3 the denominator is 1 + u, and the antiderivative is a logarithm:

d/dr [S log(1 + u)] = S · (3r²/a³)/(1 + u) = 4πn r²/(1 + (r/a)³),

N₃(R) = S log(1 + (R/a)³).

The proof has the same shape, with one more check: `hD` records that 1 + u ≠ 0, which the derivative of the logarithm requires.

```lean
/-- With exponent 3 and `a > 0`, the coordination number within radius `R ≥ 0` is the sharp
count times `log (1 + (R/a)^3)`. -/
theorem coordinationWithin_three (n : ℝ) {a R : ℝ} (ha : 0 < a) (hR : 0 ≤ R) :
    coordinationWithin 3 n a R = sharpCount n a * Real.log (1 + (R / a) ^ 3) := by
  have hd : ∀ x ∈ Set.uIcc 0 R, HasDerivAt
      (fun r => sharpCount n a * Real.log (1 + (r / a) ^ 3)) (weightedShell 3 n a x) x := by
    intro x hx
    rw [Set.uIcc_of_le hR] at hx
    have hx0 : 0 ≤ x := hx.1
    have hD : 1 + (x / a) ^ 3 ≠ 0 := by positivity
    refine ((((hasDerivAt_reducedVolume a x).const_add 1).log hD).const_mul
      (sharpCount n a)).congr_deriv ?_
    have hc : a ^ 3 * (x ^ 2 / a ^ 3) = x ^ 2 := by field_simp
    rw [sharpCount_eq, weightedShell, switching]
    linear_combination (4 * π * n * (1 / (1 + (x / a) ^ 3))) * hc
  rw [coordinationWithin, intervalIntegral.integral_eq_sub_of_hasDerivAt hd
    (weightedShell_intervalIntegrable 3 n ha hR)]
  simp
```

## Exponents up to 3 diverge

Let n > 0. The logarithm grows without bound, and therefore so does N₃(R). For any m ≤ 3 it is enough to show that s_m ≥ s₃/2, which is the inequality

1 + x^m ≤ 2(1 + x³), with x = r/a ≥ 0.

If x ≤ 1, then x^m ≤ 1 and the left side is at most 2. If x ≥ 1, then x^m ≤ x³ and the left side is at most 1 + x³. Multiplying by 4πn r² and integrating gives

N_m(R) ≥ N₃(R)/2 → ∞ as R → ∞.

In the theorem, `Tendsto … atTop atTop` expresses this divergence. The step `key` is the inequality with its two cases, `integral_mono_on` integrates it, and `hlog` is the growth of the lower bound.

```lean
/-- For `n > 0`, `a > 0` and any exponent `m ≤ 3`, the coordination number within radius `R`
grows without bound as `R` grows. -/
theorem coordinationWithin_diverges {m : ℕ} (hm : m ≤ 3) {n a : ℝ} (hn : 0 < n) (ha : 0 < a) :
    Tendsto (coordinationWithin m n a) atTop atTop := by
  have hS : 0 < sharpCount n a := by rw [sharpCount_eq]; positivity
  have hvol : Tendsto (fun R : ℝ => (R / a) ^ 3) atTop atTop :=
    (tendsto_pow_atTop (by norm_num)).comp (tendsto_id.atTop_div_const ha)
  have hlog : Tendsto (fun R : ℝ => 1 / 2 * (sharpCount n a * Real.log (1 + (R / a) ^ 3)))
      atTop atTop :=
    ((Real.tendsto_log_atTop.comp (tendsto_atTop_add_const_left _ 1 hvol)).const_mul_atTop
      hS).const_mul_atTop (by norm_num)
  refine tendsto_atTop_mono' atTop ?_ hlog
  filter_upwards [eventually_ge_atTop (0 : ℝ)] with R hR
  rw [← coordinationWithin_three n ha hR, coordinationWithin, coordinationWithin,
    ← intervalIntegral.integral_const_mul]
  refine intervalIntegral.integral_mono_on hR
    ((weightedShell_intervalIntegrable 3 n ha hR).const_mul _)
    (weightedShell_intervalIntegrable m n ha hR) ?_
  intro r hr
  have hr0 : 0 ≤ r := hr.1
  have hx : 0 ≤ r / a := by positivity
  -- the switching function with exponent `m ≤ 3` is at least half of the cubic one
  have key : 1 / 2 * switching 3 a r ≤ switching m a r := by
    unfold switching
    rw [div_mul_div_comm, div_le_div_iff₀ (by positivity) (by positivity)]
    have h3 : 0 ≤ (r / a) ^ 3 := by positivity
    rcases le_total (r / a) 1 with h | h
    · have := pow_le_one₀ (n := m) hx h
      linarith
    · have := pow_le_pow_right₀ h hm
      linarith
  calc 1 / 2 * weightedShell 3 n a r
      = 4 * π * n * r ^ 2 * (1 / 2 * switching 3 a r) := by rw [weightedShell]; ring
    _ ≤ weightedShell m n a r := mul_le_mul_of_nonneg_left key (by positivity)
```

## Convergence exactly above 3

If the integral over all r > 0 converged, N_m(R) would approach a finite limit. The previous result excludes that for m ≤ 3.

For m ≥ 4 the integrand lies below a Lorentzian. The inequality needed is

x²/(1 + x^m) ≤ 2/(1 + x²), that is, x² + x⁴ ≤ 2 + 2x^m.

If x ≤ 1, the left side is at most 2. If x ≥ 1, it is at most 2x⁴ ≤ 2x^m. Multiplying by 4πn a² gives

4πn r² s_m(r) ≤ 8πn a²/(1 + (r/a)²),

and the right-hand side has a finite integral. In Lean, `IntegrableOn` over `Set.Ioi 0` means absolute integrability over r > 0, which for this non-negative integrand is ordinary convergence. The fact `hg` is the integrability of the Lorentzian, `key` is the inequality, and `Integrable.mono'` is the comparison.

```lean
/-- For `n > 0` and `a > 0`, the coordination integral over all space converges exactly when
the exponent exceeds 3. -/
theorem integrable_iff (m : ℕ) {n a : ℝ} (hn : 0 < n) (ha : 0 < a) :
    IntegrableOn (weightedShell m n a) (Set.Ioi 0) ↔ 3 < m := by
  constructor
  · intro h
    by_contra hm
    exact not_tendsto_nhds_of_tendsto_atTop
      (coordinationWithin_diverges (not_lt.mp hm) hn ha) _
      (intervalIntegral_tendsto_integral_Ioi 0 h tendsto_id)
  · intro hm
    -- a Lorentzian dominates the weighted shell
    have hg : Integrable (fun r : ℝ => 8 * π * n * a ^ 2 * (1 + (r / a) ^ 2)⁻¹) :=
      (integrable_inv_one_add_sq.comp_div ha.ne').const_mul _
    refine Integrable.mono' hg.integrableOn (((weightedShell_continuousOn m n ha).mono
      Set.Ioi_subset_Ici_self).aestronglyMeasurable measurableSet_Ioi) ?_
    refine (ae_restrict_iff' measurableSet_Ioi).mpr (Eventually.of_forall fun r hr => ?_)
    have hr0 : 0 < r := hr
    have hx : 0 ≤ r / a := by positivity
    have hpos : 0 ≤ weightedShell m n a r := by unfold weightedShell switching; positivity
    rw [Real.norm_of_nonneg hpos]
    have key : (r / a) ^ 2 * (1 / (1 + (r / a) ^ m)) ≤ 2 * (1 + (r / a) ^ 2)⁻¹ := by
      rw [← div_eq_mul_inv, mul_one_div, div_le_div_iff₀ (by positivity) (by positivity)]
      rcases le_total (r / a) 1 with h | h
      · have h2 : (r / a) ^ 2 ≤ 1 := pow_le_one₀ hx h
        have h0 : 0 ≤ (r / a) ^ m := by positivity
        nlinarith [mul_nonneg (sub_nonneg.mpr h2)
          (by positivity : (0 : ℝ) ≤ 2 + (r / a) ^ 2)]
      · have h4 : (r / a) ^ 4 ≤ (r / a) ^ m := pow_le_pow_right₀ h hm
        have h2 : (r / a) ^ 2 ≤ (r / a) ^ 4 := pow_le_pow_right₀ h (by norm_num)
        linarith [(by ring : (r / a) ^ 2 * (1 + (r / a) ^ 2) = (r / a) ^ 2 + (r / a) ^ 4)]
    have hsq : r ^ 2 = a ^ 2 * (r / a) ^ 2 := by field_simp
    calc weightedShell m n a r
        = 4 * π * n * a ^ 2 * ((r / a) ^ 2 * (1 / (1 + (r / a) ^ m))) := by
          rw [weightedShell, switching]
          linear_combination (4 * π * n * (1 / (1 + (r / a) ^ m))) * hsq
      _ ≤ 4 * π * n * a ^ 2 * (2 * (1 + (r / a) ^ 2)⁻¹) :=
          mul_le_mul_of_nonneg_left key (by positivity)
      _ = 8 * π * n * a ^ 2 * (1 + (r / a) ^ 2)⁻¹ := by ring
```

The criterion fails for zero density. With n = 0 and m = 3 the integrand vanishes everywhere, so the integral converges although 3 < m is false. The equivalence therefore needs at least n ≠ 0.

## The factor π/2

For m = 6 the integral converges, and its value is the limit of N₆(R). As R → ∞, (R/a)³ → ∞ and the arctangent tends to π/2, so

∫₀^∞ 4πn r²/(1 + (r/a)⁶) dr = (π/2) · 4πn a³/3.

The theorem writes the integrand out in full and states convergence together with the value, for all n > 0 and a > 0. In the proof `harc` is the limit of the arctangent formula and `hlim` carries it over to N₆(R). Then `tendsto_nhds_unique` identifies that limit with the integral.

```lean
/-- For `n > 0` and `a > 0`, the coordination integral with exponent 6 over all space converges
and equals `π/2` times the sharp count `4 π n a^3 / 3`. -/
theorem coordination_six_eq {n a : ℝ} (hn : 0 < n) (ha : 0 < a) :
    IntegrableOn (fun r : ℝ => 4 * π * n * r ^ 2 * (1 / (1 + (r / a) ^ 6))) (Set.Ioi 0) ∧
    ∫ r in Set.Ioi (0 : ℝ), 4 * π * n * r ^ 2 * (1 / (1 + (r / a) ^ 6))
      = π / 2 * (4 * π * n * a ^ 3 / 3) := by
  have hint : IntegrableOn (weightedShell 6 n a) (Set.Ioi 0) :=
    (integrable_iff 6 hn ha).mpr (by norm_num)
  refine ⟨hint, ?_⟩
  have hvol : Tendsto (fun R : ℝ => (R / a) ^ 3) atTop atTop :=
    (tendsto_pow_atTop (by norm_num)).comp (tendsto_id.atTop_div_const ha)
  have harc : Tendsto (fun R : ℝ => sharpCount n a * Real.arctan ((R / a) ^ 3)) atTop
      (𝓝 (sharpCount n a * (π / 2))) :=
    ((Real.tendsto_arctan_atTop.mono_right nhdsWithin_le_nhds).comp hvol).const_mul _
  -- the finite-radius formula has the same limit as the integral
  have hlim : Tendsto (coordinationWithin 6 n a) atTop (𝓝 (sharpCount n a * (π / 2))) := by
    refine harc.congr' ?_
    filter_upwards [eventually_ge_atTop (0 : ℝ)] with R hR
    exact (coordinationWithin_six n ha hR).symm
  have heq := tendsto_nhds_unique (intervalIntegral_tendsto_integral_Ioi 0 hint tendsto_id) hlim
  rw [sharpCount_eq, mul_comm] at heq
  exact heq

end

end CoordinationSwitching
```

## Numbers for a sharp count of four

Take a = 3 Å and n = 1/(9π) Å⁻³ ≈ 0.0354 Å⁻³. Then

S = 4π · (1/(9π)) · 27/3 = 4.

With exponent 6, the count within R = a is 4 arctan 1 = π ≈ 3.14, and over all space it is 4 · π/2 = 2π ≈ 6.28. Half of the smooth coordination number thus comes from atoms beyond the cutoff. Within R = 2a the count is already 4 arctan 8 ≈ 5.79.

With exponent 3, the count is 4 log 9 ≈ 8.79 within R = 2a and 4 log 1001 ≈ 27.6 within R = 10a. Each further doubling of R adds about 4 · 3 log 2 ≈ 8.3.

For simulation practice this means that, in a fluid of uniform density, a coordination number with exponent 3 or less grows without bound as more solvent is included, while one with exponent 6 settles to a value well above the sharp count. The step left to physical judgement is the passage from this uniform sphere to a real liquid, with its own g(r), in a periodic box.

```lean
#print axioms CoordinationSwitching.rational_eq_switching
#print axioms CoordinationSwitching.coordinationWithin_three
#print axioms CoordinationSwitching.coordination_six_eq
```

```
'CoordinationSwitching.rational_eq_switching' depends on axioms: [propext, Classical.choice, Quot.sound]
'CoordinationSwitching.coordinationWithin_three' depends on axioms: [propext, Classical.choice, Quot.sound]
'CoordinationSwitching.coordination_six_eq' depends on axioms: [propext, Classical.choice, Quot.sound]
```
